# Entropy production bounds the relative variance of time-odd observables on a finite trajectory set

## Trajectories, reversal and averages

Let X be a finite set of trajectories. Time reversal is a map R from X to itself with R(Rx) = x. Each trajectory x has a probability p(x) > 0, and the probabilities sum to one. Strict positivity means physically that the reverse of every trajectory can also occur.

The average of an observable f is

⟨f⟩ = Σₓ p(x) f(x),

and its variance is Var(f) = ⟨(f − ⟨f⟩)²⟩. The entropy production, in units of Boltzmann's constant, is

s(x) = ln(p(x)/p(Rx)).

Both probabilities belong to the same ensemble. This suits a steady state, or driving whose protocol is its own time reverse and whose final distribution of states equals the initial one. Identifying s with heat divided by temperature plus a change of system entropy takes a further physical input, local detailed balance, which is not used here.

An observable φ is odd if φ(Rx) = −φ(x), as for a net particle current. The time asymmetry of a trajectory is t(x) = tanh(s(x)/2).

## The bound on odd observables

Every odd φ satisfies

⟨φ⟩² ≤ ⟨φ²⟩ tanh(⟨s⟩/2).

If ⟨φ⟩ ≠ 0, then ⟨s⟩ > 0 and

Var(φ)/⟨φ⟩² ≥ 2/(exp⟨s⟩ − 1).

This is an uncertainty relation of the exponential kind. The better-known thermodynamic uncertainty relation for steady-state currents has 2/⟨s⟩ on the right, which is a stronger bound and needs more assumptions about the dynamics.

For nonequilibrium simulations that fit this finite model, the result limits the precision of the plain sample average of a current over a given number of independent trajectories when little entropy is produced. It does not limit estimators that average an observable which has the same mean but is not odd.

## Odd averages see only the asymmetry

Multiplying the numerator and denominator of tanh(y/2) by exp(y/2) gives

tanh(y/2) = (exp y − 1)/(exp y + 1).

With y = s(x) and exp s(x) = p(x)/p(Rx), this becomes

t(x) = (p(x) − p(Rx))/(p(x) + p(Rx)).

Hence

p(x)(1 − t(x)) = 2 p(x) p(Rx)/(p(x) + p(Rx)),

which is unchanged when x and Rx are exchanged. If f is odd, then g(x) = p(x) f(x)(1 − t(x)) is odd too. Since R only permutes the trajectories, Σₓ g(x) = Σₓ g(Rx) = −Σₓ g(x), so the sum vanishes and

⟨f⟩ = ⟨f t⟩ for every odd f.

Both s and t are odd, because exchanging x and Rx inverts the ratio inside the logarithm. Therefore ⟨t⟩ = ⟨t²⟩ and ⟨s⟩ = ⟨s t⟩.

## Cauchy-Schwarz and Jensen

For odd φ, the Cauchy-Schwarz inequality gives

⟨φ⟩² = ⟨φ t⟩² ≤ ⟨φ²⟩⟨t²⟩ = ⟨φ²⟩⟨t⟩.

The choice φ = t gives equality, since then both sides equal ⟨t⟩².

It remains to bound ⟨t⟩ by the mean entropy production. The derivative of tanh is 1/cosh², which decreases for nonnegative arguments, so tanh is concave there. Take y ≥ 0 and set τ = tanh(y/2), which lies between 0 and 1. Concavity between the points 0 and y/2, with weight τ on the second, gives

τ² = τ tanh(y/2) + (1 − τ) tanh 0 ≤ tanh(τ y/2).

Replacing y by −y changes neither τ² nor τ y, so the inequality holds for all real y, and τ y ≥ 0 always. Setting y = s(x), averaging and applying Jensen's inequality gives

⟨t⟩ = ⟨t²⟩ ≤ ⟨tanh(s t/2)⟩ ≤ tanh(⟨s t⟩/2) = tanh(⟨s⟩/2).

Together with the Cauchy-Schwarz bound, this proves the first inequality.

## From the second moment to the relative variance

Write M = ⟨φ⟩², Q = ⟨φ²⟩ and E = exp⟨s⟩. The first inequality reads

M(E + 1) ≤ Q(E − 1).

If M > 0, the left side is positive. Since Q ≥ 0, this forces E > 1, that is, ⟨s⟩ > 0. Expanding the square in the variance gives Var(φ) = Q − M, so

(Q − M)(E − 1) ≥ M(E + 1) − M(E − 1) = 2M.

Dividing by M(E − 1) gives the uncertainty relation.

## Two trajectories with probabilities 3/4 and 1/4

Let X consist of two trajectories, which the code calls states. Let R exchange them, and let φ be 1 on the likelier one and −1 on the other. Then

⟨φ⟩ = 3/4 − 1/4 = 1/2,

Var(φ) = 1 − 1/4 = 3/4,

and the relative variance is 3. The entropy production is ln 3 on the likelier trajectory and −ln 3 on the other, so

⟨s⟩ = (3/4) ln 3 − (1/4) ln 3 = (ln 3)/2 ≈ 0.549.

Thus exp⟨s⟩ = √3, and the lower bound is 2/(√3 − 1) = √3 + 1 ≈ 2.73, below 3 as required. The stronger expression 2/⟨s⟩ would be about 3.64, so it is not a valid lower bound in this general setting.

## The physical quantities as Lean objects

The type `X` with `[Fintype X]` is the trajectory set, and `p : X → ℝ` and `R : X → X` are the weights and the reversal. The definitions `mean`, `variance`, `entropyProduction` and `asymmetry` are ⟨f⟩, Var(f), s and t. Normalisation of the weights is a separate hypothesis.

The hypothesis `hR` says that R is an involution, `hp` that all weights are positive, `hsum` that they sum to one, and `hφ` that φ is odd. Trajectories that are their own reverse are allowed; s and φ vanish on them.

In words, `sq_mean_le` states the hyperbolic-tangent bound for every odd φ. The theorem `uncertainty_relation` adds the hypothesis `h0`, that the average of φ is nonzero, and concludes both that ⟨s⟩ is positive and that the relative variance obeys its lower bound. Positivity of ⟨s⟩ ensures that the denominator of the bound is not zero.

The model contains no dynamics: p is given, not derived from a master equation or a Langevin equation. Continuous trajectory spaces are not covered, nor are protocols whose forward and reverse ensembles differ, as in the general Crooks setting.

```lean
import Mathlib

open Finset

namespace FluctuationUncertainty

noncomputable section

variable {X : Type*} [Fintype X] {p : X → ℝ} {R : X → X}

/-- The sum of `p(x) f(x)` over all `x`, which is the average of `f` when the weights `p` are
probabilities that sum to one. -/
def mean (p f : X → ℝ) : ℝ := ∑ x, p x * f x

/-- The mean squared deviation of `f` from its average, when the weights `p` are probabilities that
sum to one. -/
def variance (p f : X → ℝ) : ℝ := mean p (fun x => (f x - mean p f) ^ 2)

omit [Fintype X] in
/-- The entropy production `ln (p(x) / p(Rx))` of a trajectory `x` with reversed trajectory `Rx`,
for strictly positive `p`. -/
def entropyProduction (p : X → ℝ) (R : X → X) (x : X) : ℝ := Real.log (p x / p (R x))

/-- The time asymmetry `tanh (s(x) / 2)` of a trajectory with entropy production `s(x)`,
for strictly positive `p`. -/
def asymmetry (p : X → ℝ) (R : X → X) (x : X) : ℝ := Real.tanh (entropyProduction p R x / 2)

/-- The hyperbolic tangent of half an argument, written with one exponential. -/
theorem tanh_half (y : ℝ) : Real.tanh (y / 2) = (Real.exp y - 1) / (Real.exp y + 1) := by
  have h : Real.exp y = Real.exp (y / 2) ^ 2 := by rw [sq, ← Real.exp_add, add_halves]
  have hi : Real.exp (y / 2) * Real.exp (-(y / 2)) = 1 := by
    rw [← Real.exp_add, add_neg_cancel, Real.exp_zero]
  rw [Real.tanh_eq_sinh_div_cosh, Real.sinh_eq, Real.cosh_eq, h,
    div_eq_div_iff (by positivity) (by positivity)]
  linear_combination (-Real.exp (y / 2)) * hi

/-- The hyperbolic tangent is concave on the nonnegative half-line. -/
theorem concaveOn_tanh : ConcaveOn ℝ (Set.Ici 0) Real.tanh := by
  have hd : ∀ y, HasDerivAt Real.tanh (1 / Real.cosh y ^ 2) y := by
    intro y
    have h := (Real.hasDerivAt_sinh y).fun_div (Real.hasDerivAt_cosh y) (Real.cosh_pos y).ne'
    have e : Real.tanh = fun z => Real.sinh z / Real.cosh z :=
      funext Real.tanh_eq_sinh_div_cosh
    rw [e]
    refine h.congr_deriv ?_
    congr 1
    linear_combination Real.cosh_sq y
  -- the slope 1 / cosh² decreases
  refine AntitoneOn.concaveOn_of_deriv (convex_Ici 0)
    (fun y _ => (hd y).continuousAt.continuousWithinAt)
    (fun y _ => (hd y).differentiableAt.differentiableWithinAt) ?_
  intro a ha b _ hab
  rw [interior_Ici] at ha
  have ha' : 0 < a := ha
  rw [(hd a).deriv, (hd b).deriv]
  have hc : Real.cosh a ≤ Real.cosh b := Real.cosh_le_cosh.2 (by
    rw [abs_of_pos ha', abs_of_pos (ha'.trans_le hab)]; exact hab)
  have h0 := Real.cosh_pos a
  exact one_div_le_one_div_of_le (by positivity) (by gcongr)

/-- For every real `y`, the product `y tanh (y/2)` is nonnegative, and
`tanh² (y/2)` is at most `tanh (y tanh (y/2) / 2)`. -/
theorem tanh_sq_le (y : ℝ) : 0 ≤ y * Real.tanh (y / 2) ∧
    Real.tanh (y / 2) * Real.tanh (y / 2) ≤ Real.tanh (y * Real.tanh (y / 2) / 2) := by
  have key : ∀ y : ℝ, 0 ≤ y → 0 ≤ y * Real.tanh (y / 2) ∧
      Real.tanh (y / 2) * Real.tanh (y / 2) ≤ Real.tanh (y * Real.tanh (y / 2) / 2) := by
    intro y hy
    have he := Real.one_le_exp hy
    have h0 : 0 ≤ Real.tanh (y / 2) := by
      rw [tanh_half]; exact div_nonneg (by linarith) (by linarith)
    have h1 : Real.tanh (y / 2) ≤ 1 := by
      rw [tanh_half, div_le_one (by linarith)]; linarith
    -- concavity between 0 and y / 2, with weight tanh (y / 2)
    have h := concaveOn_tanh.2 (Set.mem_Ici.2 (by linarith : 0 ≤ y / 2))
      (Set.mem_Ici.2 (le_refl (0 : ℝ))) h0 (sub_nonneg.2 h1) (by ring)
    simp only [smul_eq_mul, Real.tanh_zero, mul_zero, add_zero] at h
    refine ⟨mul_nonneg hy h0, ?_⟩
    rw [show y * Real.tanh (y / 2) / 2 = Real.tanh (y / 2) * (y / 2) by ring]
    exact h
  rcases le_total 0 y with hy | hy
  · exact key y hy
  · have h := key (-y) (by linarith)
    simp only [neg_div, Real.tanh_neg, neg_mul_neg] at h
    exact h

omit [Fintype X] in
/-- Entropy production and time asymmetry change sign under the involution `R`. -/
theorem odd_under_reversal (hR : Function.Involutive R) (x : X) :
    entropyProduction p R (R x) = -entropyProduction p R x ∧
      asymmetry p R (R x) = -asymmetry p R x := by
  have h : entropyProduction p R (R x) = -entropyProduction p R x := by
    unfold entropyProduction
    rw [hR x, ← Real.log_inv, inv_div]
  refine ⟨h, ?_⟩
  unfold asymmetry
  rw [h, neg_div, Real.tanh_neg]

/-- For positive `p` and an involution `R`, the average of an observable that is odd under `R`
is unchanged when the observable is multiplied by the time asymmetry. -/
theorem mean_odd (hR : Function.Involutive R) (hp : ∀ x, 0 < p x) {f : X → ℝ}
    (hf : ∀ x, f (R x) = -f x) : mean p f = mean p (fun x => f x * asymmetry p R x) := by
  have ht : ∀ x, asymmetry p R x * (p x + p (R x)) = p x - p (R x) := by
    intro x
    have ha := hp x
    have hb := hp (R x)
    have h : p x / p (R x) * p (R x) = p x := div_mul_cancel₀ _ hb.ne'
    unfold asymmetry entropyProduction
    rw [tanh_half, Real.exp_log (div_pos ha hb), div_mul_eq_mul_div,
      div_eq_iff (by positivity)]
    linear_combination 2 * h
  obtain ⟨g, hg⟩ : ∃ g : X → ℝ, ∀ x, g x = p x * f x - p x * (f x * asymmetry p R x) :=
    ⟨_, fun _ => rfl⟩
  -- the difference of the two integrands is odd, so it sums to zero
  have hodd : ∀ x, g (R x) = -g x := by
    intro x
    rw [hg, hg, hf, (odd_under_reversal hR x).2]
    linear_combination (-f x) * ht x
  have h := hR.bijective.sum_comp g
  rw [Finset.sum_congr rfl (fun x _ => hodd x), Finset.sum_neg_distrib] at h
  have h2 : ∑ x, g x = mean p f - mean p (fun x => f x * asymmetry p R x) := by
    simp only [hg, mean, Finset.sum_sub_distrib]
  linarith

/-- For positive `p` and an involution `R`, an odd observable obeys `⟨φ⟩² ≤ ⟨φ²⟩ ⟨tanh (s/2)⟩`,
and the observable `tanh (s/2)` attains equality. -/
theorem sharp_bound (hR : Function.Involutive R) (hp : ∀ x, 0 < p x) :
    (∀ φ : X → ℝ, (∀ x, φ (R x) = -φ x) →
      mean p φ ^ 2 ≤ mean p (fun x => φ x ^ 2) * mean p (asymmetry p R)) ∧
    mean p (asymmetry p R) ^ 2 =
      mean p (fun x => asymmetry p R x ^ 2) * mean p (asymmetry p R) := by
  have ht := mean_odd hR hp (fun x => (odd_under_reversal (p := p) hR x).2)
  constructor
  · intro φ hφ
    rw [mean_odd hR hp hφ, ht]
    -- Cauchy-Schwarz with weights p
    exact Finset.sum_sq_le_sum_mul_sum_of_sq_le_mul _
      (fun x _ => mul_nonneg (hp x).le (sq_nonneg _))
      (fun x _ => mul_nonneg (hp x).le (mul_self_nonneg _)) (fun x _ => le_of_eq (by ring))
  · simp only [← sq] at ht
    rw [← ht, sq]

/-- For a positive normalised `p` and an involution `R`, the mean time asymmetry is at most
`tanh (⟨s⟩/2)`. -/
theorem mean_asymmetry_le (hR : Function.Involutive R) (hp : ∀ x, 0 < p x)
    (hsum : ∑ x, p x = 1) :
    mean p (asymmetry p R) ≤ Real.tanh (mean p (entropyProduction p R) / 2) := by
  rw [mean_odd hR hp (fun x => (odd_under_reversal (p := p) hR x).2),
    mean_odd hR hp (fun x => (odd_under_reversal (p := p) hR x).1)]
  have hJ := concaveOn_tanh.le_map_sum (t := Finset.univ) (w := p)
    (p := fun x => entropyProduction p R x * asymmetry p R x / 2)
    (fun x _ => (hp x).le) hsum
    (fun x _ => Set.mem_Ici.2 (div_nonneg (tanh_sq_le _).1 (by norm_num)))
  simp only [smul_eq_mul] at hJ
  have e : mean p (fun x => entropyProduction p R x * asymmetry p R x) / 2 =
      ∑ x, p x * (entropyProduction p R x * asymmetry p R x / 2) := by
    unfold mean
    rw [Finset.sum_div]
    exact Finset.sum_congr rfl (fun x _ => by ring)
  rw [e]
  exact (Finset.sum_le_sum fun x _ =>
    mul_le_mul_of_nonneg_left (tanh_sq_le _).2 (hp x).le).trans hJ

/-- For a positive normalised `p` and an involution `R`, every observable odd under `R` obeys
`⟨φ⟩² ≤ ⟨φ²⟩ tanh (⟨s⟩/2)`. -/
theorem sq_mean_le (hR : Function.Involutive R) (hp : ∀ x, 0 < p x) (hsum : ∑ x, p x = 1)
    {φ : X → ℝ} (hφ : ∀ x, φ (R x) = -φ x) :
    mean p φ ^ 2 ≤
      mean p (fun x => φ x ^ 2) * Real.tanh (mean p (entropyProduction p R) / 2) :=
  ((sharp_bound hR hp).1 φ hφ).trans (mul_le_mul_of_nonneg_left
    (mean_asymmetry_le hR hp hsum)
    (Finset.sum_nonneg fun x _ => mul_nonneg (hp x).le (sq_nonneg _)))

/-- For a positive normalised `p` and an involution `R`, an odd observable with nonzero average
forces `⟨s⟩ > 0`, and its relative variance is at least `2 / (exp ⟨s⟩ - 1)`. -/
theorem uncertainty_relation (hR : Function.Involutive R) (hp : ∀ x, 0 < p x)
    (hsum : ∑ x, p x = 1) {φ : X → ℝ} (hφ : ∀ x, φ (R x) = -φ x) (h0 : mean p φ ≠ 0) :
    0 < mean p (entropyProduction p R) ∧
      2 / (Real.exp (mean p (entropyProduction p R)) - 1) ≤
        variance p φ / mean p φ ^ 2 := by
  have hv : variance p φ = mean p (fun x => φ x ^ 2) - mean p φ ^ 2 := by
    have h : ∀ m : ℝ, ∑ x, p x * (φ x - m) ^ 2 =
        ∑ x, p x * φ x ^ 2 - 2 * m * ∑ x, p x * φ x + m ^ 2 * ∑ x, p x := by
      intro m
      rw [Finset.mul_sum, Finset.mul_sum, ← Finset.sum_sub_distrib, ← Finset.sum_add_distrib]
      exact Finset.sum_congr rfl (fun x _ => by ring)
    have h' := h (mean p φ)
    rw [hsum] at h'
    simp only [variance, mean] at h' ⊢
    linear_combination h'
  have hQ : 0 ≤ mean p (fun x => φ x ^ 2) :=
    Finset.sum_nonneg fun x _ => mul_nonneg (hp x).le (sq_nonneg _)
  have hM : 0 < mean p φ ^ 2 := by positivity
  have hE := Real.exp_pos (mean p (entropyProduction p R))
  have h := sq_mean_le hR hp hsum hφ
  rw [tanh_half, ← mul_div_assoc, le_div_iff₀ (by positivity)] at h
  have h1 : 1 < Real.exp (mean p (entropyProduction p R)) := by
    by_contra hn
    have a := mul_nonneg hQ (sub_nonneg.2 (not_lt.1 hn))
    have b := mul_pos hM (add_pos hE one_pos)
    linarith
  refine ⟨Real.one_lt_exp_iff.1 h1, ?_⟩
  rw [hv, div_le_div_iff₀ (sub_pos.2 h1) hM]
  linarith

/-- Two states with probabilities 3/4 and 1/4. -/
def twoState (b : Bool) : ℝ := if b then 3 / 4 else 1 / 4

/-- The observable with values 1 and -1 on the two states. -/
def current (b : Bool) : ℝ := if b then 1 else -1

/-- The two-state system with exchange as reversal meets all hypotheses of the uncertainty
relation; it has `⟨φ⟩ = 1/2`, `⟨s⟩ = (ln 3)/2` and relative variance 3. -/
theorem uncertainty_relation_witness :
    Function.Involutive Bool.not ∧ (∀ b, 0 < twoState b) ∧ ∑ b, twoState b = 1 ∧
    (∀ b, current (Bool.not b) = -current b) ∧ mean twoState current = 1 / 2 ∧
    mean twoState (entropyProduction twoState Bool.not) = Real.log 3 / 2 ∧
    variance twoState current / mean twoState current ^ 2 = 3 := by
  have hR : Function.Involutive Bool.not := fun b => by cases b <;> rfl
  have hm : mean twoState current = 1 / 2 := by
    norm_num [mean, twoState, current, Fintype.sum_bool]
  have e1 : entropyProduction twoState Bool.not true = Real.log 3 := by
    norm_num [entropyProduction, twoState]
  have e2 : entropyProduction twoState Bool.not false = -Real.log 3 := by
    rw [← e1]
    exact (odd_under_reversal hR true).1
  refine ⟨hR, ?_, ?_, ?_, hm, ?_, ?_⟩
  · intro b
    cases b <;> norm_num [twoState]
  · norm_num [twoState, Fintype.sum_bool]
  · intro b
    cases b <;> norm_num [current]
  · rw [mean, Fintype.sum_bool, e1, e2]
    norm_num [twoState]
    ring
  · rw [variance, hm]
    norm_num [mean, twoState, current, Fintype.sum_bool]

end

end FluctuationUncertainty
```

```lean
#print axioms FluctuationUncertainty.uncertainty_relation
```

```
'FluctuationUncertainty.uncertainty_relation' depends on axioms: [propext, Classical.choice, Quot.sound]
```

## From the hyperbolic tangent to the uncertainty relation

The lemma `tanh_half` supplies the one-exponential formula. `concaveOn_tanh` computes the derivative of tanh by the quotient rule and shows that it decreases, using the monotonicity of cosh. `tanh_sq_le` is the pointwise inequality for τ: its inner statement `key` treats y ≥ 0 by concavity, and the remaining case applies `key` to −y.

`odd_under_reversal` proves that s and t are odd. In `mean_odd`, the auxiliary fact `ht` is the identity t(x)(p(x) + p(Rx)) = p(x) − p(Rx). It makes the function `g` odd, and `hR.bijective.sum_comp` reindexes the sum by R, which shows that the sum vanishes.

`sharp_bound` rewrites both ⟨φ⟩ and ⟨t⟩ with `mean_odd` and then applies a finite-sum form of Cauchy-Schwarz. Its second part is the equality for φ = t. Neither `mean_odd` nor `sharp_bound` needs normalised weights. Normalisation enters in `mean_asymmetry_le`, where `concaveOn_tanh.le_map_sum` is Jensen's inequality, and `sq_mean_le` chains the two bounds.

In `uncertainty_relation`, `hv` expands the variance into Q − M. The fact `h1` obtains E > 1 by contradiction: if E ≤ 1, then Q(E − 1) could not reach the positive number M(E + 1). After the denominators are cleared, `linarith` finishes the algebra.

Finally, `uncertainty_relation_witness` checks the two-trajectory example, with `Bool.not` as the reversal. It confirms the hypotheses and the values 1/2, (ln 3)/2 and 3.
